# In the ground state at fixed electron number, adding a positive amount to one tight-binding hopping element $H_{ab}$ never increases its bond order

**Q:** In a Hückel calculation that updates bond lengths from bond orders, I shorten one bond of a three-site chain. Its hopping goes from $-1$ to $-1.2$, and the other stays at $-1$. I diagonalise again, fill the one lowest orbital, and count on the bond order of the shortened bond not falling. What justifies that?

**A:** A variational inequality for non-interacting electrons. In your chain the density-matrix element of the shortened bond rises from $0.354$ to $0.384$. That of the other bond falls to $0.320$, and the result makes no promise about it. The same element multiplies the hopping in the integrated COHP of an orthonormal tight-binding model.

Let $H$ and $H'$ be the one-electron matrices before and after the change, and $P$ and $P'$ the projectors onto $n$ lowest eigenvectors of each. Then
$$\mathrm{Re}\,\mathrm{tr}\big[(P'-P)(H'-H)\big]\le 0 .$$
If only the hopping between $a$ and $b$ changes, by a real $t>0$ in both directions, this becomes $\mathrm{Re}\,P'_{ab}\le\mathrm{Re}\,P_{ab}$. Here $t$ is added to the matrix element $H_{ab}$ itself, so a small $t$ weakens a negative, bonding hopping. Your case is the same statement with the two matrices exchanged.

**Q:** What do "projector" and "lowest" mean in the code? Degenerate levels worry me.

**A:** The finite type `ι` labels orthonormal orbitals, and `ᴴ` is the conjugate transpose.

In Lean 4 with Mathlib:

```lean
import Mathlib

open Matrix

namespace BondOrderResponse

noncomputable section

variable {ι : Type*} [Fintype ι] [DecidableEq ι]
```

A rank-$n$ projector is Hermitian, idempotent and of trace $n$.

```lean
/-- An orthogonal projector of rank `n`: Hermitian, idempotent and of trace `n`. -/
def IsRankProjector (P : Matrix ι ι ℂ) (n : ℕ) : Prop :=
  Pᴴ = P ∧ P * P = P ∧ P.trace = (n : ℂ)
```

The set `s` lists the occupied levels.

```lean
/-- The diagonal matrix with occupation one on the levels in `s` and zero elsewhere. -/
def occ (s : Finset ι) : Matrix ι ι ℂ :=
  diagonal fun i => if i ∈ s then 1 else 0
```

"Lowest" means $H=U\,\mathrm{diag}(e)\,U^\dagger$ with $U$ unitary and $e$ real, and $P=U\,\mathrm{diag}(1_s)\,U^\dagger$, where $1_s$ is one on `s` and zero elsewhere. The set `s` has $n$ levels, none above an empty one. This is zero-temperature filling with every level either full or empty, and the definition makes $H$ Hermitian automatically. With a degeneracy at the Fermi level, every choice of `s` and of eigenbasis counts.

```lean
/-- `P` projects onto `n` lowest eigenvectors of the Hermitian matrix `H`: in an orthonormal
eigenbasis `U` with real energies `e`, the `n` occupied levels lie no higher than the empty ones. -/
def IsLowestProjector (H P : Matrix ι ι ℂ) (n : ℕ) : Prop :=
  ∃ (U : Matrix ι ι ℂ) (e : ι → ℝ) (s : Finset ι), Uᴴ * U = 1 ∧
    H = U * diagonal (fun i => (e i : ℂ)) * Uᴴ ∧ s.card = n ∧
    (∀ i ∈ s, ∀ j ∉ s, e i ≤ e j) ∧ P = U * occ s * Uᴴ
```

The energy is the sum of occupied one-electron energies.

```lean
/-- The band energy: the real part of `tr (P H)`. -/
def bandEnergy (H P : Matrix ι ι ℂ) : ℝ := (P * H).trace.re
```

All of this describes one spin channel. The textbook bond order of a closed shell is $2\,\mathrm{Re}\,P_{ab}$, whereas the name `bondOrder_le` refers to $\mathrm{Re}\,P_{ab}$.

**Q:** Why should $P$ have the least energy among all rank-$n$ projectors, and not only among those built from eigenvectors of $H$?

**A:** Take any rank-$n$ projector $Q$ and write it in the eigenbasis, $\tilde Q=U^\dagger QU$. With $d_i=\mathrm{Re}\,\tilde Q_{ii}$,
$$\mathrm{Re}\,\mathrm{tr}(QH)=\sum_i e_i d_i,\qquad \sum_i d_i=n .$$
Three facts about projectors are needed. First, filling levels gives one.

```lean
/-- Occupying the levels in `s` gives a projector whose rank is the number of these levels. -/
theorem occ_isRankProjector (s : Finset ι) : IsRankProjector (occ s) s.card := by
  refine ⟨?_, ?_, ?_⟩
  · unfold occ
    rw [diagonal_conjTranspose]
    congr 1
    funext i
    by_cases h : i ∈ s <;> simp [h]
  · unfold occ
    rw [diagonal_mul_diagonal]
    congr 1
    funext i
    by_cases h : i ∈ s <;> simp [h]
  · simp [occ, trace_diagonal]
```

Second, a unitary change of basis preserves the three defining properties, because $U^\dagger U=1$ cancels in the square and in the trace.

```lean
/-- A unitary change of basis turns a rank-`n` projector into a rank-`n` projector. -/
theorem IsRankProjector.conj {Q U : Matrix ι ι ℂ} {n : ℕ} (hQ : IsRankProjector Q n)
    (hU : Uᴴ * U = 1) : IsRankProjector (U * Q * Uᴴ) n := by
  obtain ⟨h1, h2, h3⟩ := hQ
  refine ⟨?_, ?_, ?_⟩
  · simp only [conjTranspose_mul, conjTranspose_conjTranspose, h1, Matrix.mul_assoc]
  · calc U * Q * Uᴴ * (U * Q * Uᴴ) = U * Q * (Uᴴ * U) * Q * Uᴴ := by
          simp only [Matrix.mul_assoc]
      _ = U * (Q * Q) * Uᴴ := by
          rw [hU, Matrix.mul_one, Matrix.mul_assoc U Q Q]
      _ = U * Q * Uᴴ := by rw [h2]
  · rw [trace_mul_comm, ← Matrix.mul_assoc, hU, Matrix.one_mul, h3]
```

Third, the populations lie between zero and one. From $\tilde Q=\tilde Q^\dagger\tilde Q$ we get $\tilde Q_{ii}=\sum_j|\tilde Q_{ji}|^2\ge 0$. The same argument for the projector $1-\tilde Q$ gives $d_i\le 1$.

```lean
/-- The population of each orbital in a projector lies between zero and one. -/
theorem IsRankProjector.diag_bounds {Q : Matrix ι ι ℂ} {n : ℕ} (hQ : IsRankProjector Q n)
    (i : ι) : 0 ≤ (Q i i).re ∧ (Q i i).re ≤ 1 := by
  -- a diagonal element of a projector is a sum of squared moduli
  have key : ∀ R : Matrix ι ι ℂ, Rᴴ = R → R * R = R → 0 ≤ (R i i).re := by
    intro R h1 h2
    have h : R i i = (Rᴴ * R) i i := by rw [h1, h2]
    rw [h, Matrix.mul_apply, Complex.re_sum]
    refine Finset.sum_nonneg fun j _ => ?_
    simp only [conjTranspose_apply, Complex.star_def, Complex.mul_re, Complex.conj_re,
      Complex.conj_im]
    nlinarith [sq_nonneg (R j i).re, sq_nonneg (R j i).im]
  refine ⟨key Q hQ.1 hQ.2.1, ?_⟩
  -- the complementary projector bounds the population from above
  have h := key (1 - Q) (by rw [conjTranspose_sub, conjTranspose_one, hQ.1]) (by
    rw [Matrix.sub_mul, Matrix.mul_sub, Matrix.one_mul, Matrix.mul_sub, Matrix.mul_one, hQ.2.1]
    simp)
  rw [Matrix.sub_apply, Matrix.one_apply_eq, Complex.sub_re, Complex.one_re] at h
  linarith
```

Now choose a chemical potential $\mu$ with $e_i\le\mu$ on occupied levels and $e_i\ge\mu$ on empty ones. In each term of
$$\sum_i (e_i-\mu)\big(d_i-1_s(i)\big)\ge 0$$
the two factors never have opposite signs. Both occupations sum to $n$, so $\mu$ drops out and $\sum_{i\in s}e_i\le\sum_i e_i d_i$. The code takes $\mu$ to be the highest occupied level, or a number no higher than any level if nothing is occupied.

```lean
/-- Among occupations between zero and one with a fixed total, full occupation of levels that
lie no higher than the empty ones has the least energy. -/
theorem filling_minimal (e d : ι → ℝ) (s : Finset ι) (he : ∀ i ∈ s, ∀ j ∉ s, e i ≤ e j)
    (hd : ∀ i, 0 ≤ d i ∧ d i ≤ 1) (hsum : ∑ i, d i = s.card) :
    ∑ i, e i * (if i ∈ s then 1 else 0) ≤ ∑ i, e i * d i := by
  -- a chemical potential between occupied and empty levels
  obtain ⟨μ, h1, h2⟩ : ∃ μ : ℝ, (∀ i ∈ s, e i ≤ μ) ∧ ∀ j ∉ s, μ ≤ e j := by
    rcases s.eq_empty_or_nonempty with rfl | hs
    · refine ⟨-∑ i, |e i|, by simp, fun j _ => ?_⟩
      have h := Finset.single_le_sum (f := fun i => |e i|) (fun i _ => abs_nonneg (e i))
        (Finset.mem_univ j)
      have h' := neg_abs_le (e j)
      linarith
    · obtain ⟨k, hk, hmax⟩ := s.exists_max_image e hs
      exact ⟨e k, hmax, fun j hj => he k hk j hj⟩
  have h : 0 ≤ ∑ i, (e i - μ) * (d i - (if i ∈ s then 1 else 0)) := by
    refine Finset.sum_nonneg fun i _ => ?_
    by_cases hi : i ∈ s
    · rw [if_pos hi]
      nlinarith [h1 i hi, (hd i).2]
    · rw [if_neg hi, sub_zero]
      exact mul_nonneg (sub_nonneg.mpr (h2 i hi)) (hd i).1
  have hs : ∑ i, (if i ∈ s then (1 : ℝ) else 0) = s.card := by simp
  simp only [sub_mul, mul_sub, Finset.sum_sub_distrib, ← Finset.mul_sum] at h
  rw [hsum, hs] at h
  linarith
```

The variational principle combines these facts. In its proof, `hE` is the energy formula above, `hocc` says that $P$ becomes diagonal in the eigenbasis, and `hR` says that $\tilde Q$ is still a rank-$n$ projector.

```lean
/-- Variational principle: the projector onto `n` lowest eigenvectors of `H` has the least band
energy among all rank-`n` projectors. -/
theorem bandEnergy_minimal {H P Q : Matrix ι ι ℂ} {n : ℕ} (hP : IsLowestProjector H P n)
    (hQ : IsRankProjector Q n) : bandEnergy H P ≤ bandEnergy H Q := by
  obtain ⟨U, e, s, hU, rfl, rfl, he, rfl⟩ := hP
  -- the band energy is a sum of level energies times populations in the eigenbasis
  have hE : ∀ R : Matrix ι ι ℂ, bandEnergy (U * diagonal (fun i => (e i : ℂ)) * Uᴴ) R =
      ∑ i, e i * ((Uᴴ * R * U) i i).re := by
    intro R
    have h : (R * (U * diagonal (fun i => (e i : ℂ)) * Uᴴ)).trace =
        (Uᴴ * R * U * diagonal (fun i => (e i : ℂ))).trace := by
      rw [← Matrix.mul_assoc, trace_mul_comm]
      simp only [Matrix.mul_assoc]
    rw [bandEnergy, h]
    simp only [Matrix.trace, Matrix.diag_apply, Matrix.mul_diagonal, Complex.re_sum]
    refine Finset.sum_congr rfl fun i _ => ?_
    simp only [Complex.mul_re, Complex.ofReal_re, Complex.ofReal_im]
    ring
  have hocc : Uᴴ * (U * occ s * Uᴴ) * U = occ s := by
    calc Uᴴ * (U * occ s * Uᴴ) * U = (Uᴴ * U) * occ s * (Uᴴ * U) := by
          simp only [Matrix.mul_assoc]
      _ = occ s := by rw [hU, Matrix.one_mul, Matrix.mul_one]
  have hR : IsRankProjector (Uᴴ * Q * U) s.card := by
    have h := hQ.conj (U := Uᴴ) (by rw [conjTranspose_conjTranspose]; exact mul_eq_one_comm.mp hU)
    rwa [conjTranspose_conjTranspose] at h
  have hsum : ∑ i, ((Uᴴ * Q * U) i i).re = s.card := by
    have h := congrArg Complex.re hR.2.2
    simpa only [Matrix.trace, Matrix.diag_apply, Complex.re_sum, Complex.natCast_re] using h
  rw [hE, hE, hocc]
  refine le_trans (le_of_eq ?_) (filling_minimal e _ s he hR.diag_bounds hsum)
  refine Finset.sum_congr rfl fun i _ => ?_
  by_cases hi : i ∈ s <;> simp [occ, hi]
```

**Q:** That concerns one Hamiltonian. How do you compare two without perturbation theory?

**A:** Use each projector as a trial state for the other Hamiltonian. Writing $E_H(P)=\mathrm{Re}\,\mathrm{tr}(PH)$,
$$\mathrm{Re}\,\mathrm{tr}\big[(P'-P)(H'-H)\big]=\big[E_{H'}(P')-E_{H'}(P)\big]+\big[E_H(P)-E_H(P')\big].$$
Neither bracket is positive, however large the change in $H$. If the sum vanishes, both brackets do, and each projector is also optimal for the other Hamiltonian. In the code, `h1` and `h2` are the two comparisons and `h` is this identity.

```lean
/-- If `P` and `P'` project onto `n` lowest eigenvectors of `H` and `H'`, the real part of
`tr ((P' - P) (H' - H))` is never positive. If it vanishes, `P` and `P'` have equal band energies
for `H`, and also for `H'`. -/
theorem projector_response {H H' P P' : Matrix ι ι ℂ} {n : ℕ}
    (hP : IsLowestProjector H P n) (hP' : IsLowestProjector H' P' n) :
    ((P' - P) * (H' - H)).trace.re ≤ 0 ∧
    (((P' - P) * (H' - H)).trace.re = 0 →
      bandEnergy H P' = bandEnergy H P ∧ bandEnergy H' P = bandEnergy H' P') := by
  have proj : ∀ {K R : Matrix ι ι ℂ}, IsLowestProjector K R n → IsRankProjector R n := by
    rintro K R ⟨U, e, s, hU, -, rfl, -, rfl⟩
    exact (occ_isRankProjector s).conj hU
  -- each projector serves as trial state for the other Hamiltonian
  have h1 := bandEnergy_minimal hP (proj hP')
  have h2 := bandEnergy_minimal hP' (proj hP)
  have h : ((P' - P) * (H' - H)).trace.re =
      (bandEnergy H' P' - bandEnergy H' P) + (bandEnergy H P - bandEnergy H P') := by
    simp only [bandEnergy, Matrix.sub_mul, Matrix.mul_sub, trace_sub, Complex.sub_re]
    ring
  rw [h]
  exact ⟨by linarith, fun h0 => ⟨by linarith, by linarith⟩⟩
```

**Q:** And the single hopping, with complex phases?

**A:** Add $z$ to $H_{ab}$ and $z^*$ to $H_{ba}$; `single a b z` is the matrix whose only entry is $z$ at position $(a,b)$. With $D=P'-P$, which is Hermitian,
$$\mathrm{tr}\big[D(H'-H)\big]=D_{ba}z+D_{ab}z^*=2\,\mathrm{Re}(zD_{ba}),$$
so $\mathrm{Re}\big[z(P'_{ba}-P_{ba})\big]\le 0$. Here `htr` evaluates each trace, and `herm` supplies $P_{ba}^*=P_{ab}$.

```lean
/-- Let `P` and `P'` project onto `n` lowest eigenvectors before and after `z` is added to the
hopping `H a b` and its conjugate to `H b a`. Then the product of `z` with the change
`P' b a - P b a` has no positive real part. -/
theorem hopping_response {H P P' : Matrix ι ι ℂ} {n : ℕ} {a b : ι} {z : ℂ}
    (hP : IsLowestProjector H P n)
    (hP' : IsLowestProjector (H + single a b z + single b a (star z)) P' n) :
    (z * (P' b a - P b a)).re ≤ 0 := by
  have herm : ∀ {K R : Matrix ι ι ℂ}, IsLowestProjector K R n → star (R b a) = R a b := by
    rintro K R ⟨U, e, s, hU, -, -, -, rfl⟩
    exact congrFun (congrFun ((occ_isRankProjector s).conj hU).1 a) b
  have htr : ∀ (D : Matrix ι ι ℂ) (i j : ι) (w : ℂ), (D * single i j w).trace = D j i * w := by
    intro D i j w
    simp only [Matrix.trace, Matrix.diag_apply, Matrix.mul_apply, Matrix.single, Matrix.of_apply,
      ite_and, mul_ite, mul_zero, Finset.sum_ite_eq, Finset.mem_univ, if_true]
  have h := (projector_response hP hP').1
  rw [add_assoc, add_sub_cancel_left, Matrix.mul_add, trace_add, htr, htr, Matrix.sub_apply,
    Matrix.sub_apply, ← herm hP, ← herm hP'] at h
  -- the two hopping terms are complex conjugates and contribute equally
  simp only [Complex.star_def, Complex.add_re, Complex.mul_re, Complex.sub_re, Complex.sub_im,
    Complex.conj_re, Complex.conj_im] at h ⊢
  linarith
```

For $z=t>0$, divide by $t$. The code exchanges the roles of $a$ and $b$ to state the result for $P_{ab}$. The case $a=b$ is allowed: the site energy then rises by $2t$, and the site's population does not increase.

```lean
/-- With `n` lowest levels filled before and after, adding a positive real amount to the hopping
between `a` and `b`, in both directions, never increases the real part of the density-matrix element
`P a b`. -/
theorem bondOrder_le {H P P' : Matrix ι ι ℂ} {n : ℕ} {a b : ι} {t : ℝ} (ht : 0 < t)
    (hP : IsLowestProjector H P n)
    (hP' : IsLowestProjector (H + single a b (t : ℂ) + single b a (t : ℂ)) P' n) :
    (P' a b).re ≤ (P a b).re := by
  have h := hopping_response (P' := P') (a := b) (b := a) (z := (t : ℂ)) hP (by
    rwa [Complex.star_def, Complex.conj_ofReal, add_right_comm])
  rw [Complex.re_ofReal_mul, Complex.sub_re] at h
  nlinarith
```

**Q:** Is there a case where the bond order really moves? And why insist on $t>0$ when $t=0$ looks harmless?

**A:** The dimer answers both. Its eigenvectors are $(1,\pm1)/\sqrt2$. With one occupied orbital and $t>0$, hopping $-t$ gives $P_{ab}=1/2$ and hopping $t$ gives $-1/2$. Here $t$ is the size of the hopping, so the amount added is $2t$, and it lowers $P_{ab}$ by one.

```lean
/-- A dimer with one occupied orbital: for hopping `-t` with `t ≥ 0` the projector with
off-diagonal element `1/2` is a lowest one, and for hopping `t` the one with `-1/2`. -/
theorem dimer_witness (t : ℝ) (ht : 0 ≤ t) :
    IsLowestProjector !![0, -(t : ℂ); -(t : ℂ), 0] !![1 / 2, 1 / 2; 1 / 2, 1 / 2] 1 ∧
    IsLowestProjector !![0, (t : ℂ); (t : ℂ), 0] !![1 / 2, -1 / 2; -1 / 2, 1 / 2] 1 := by
  -- the even and odd combinations of the two orbitals form the eigenbasis
  obtain ⟨U, hU, key⟩ : ∃ U : Matrix (Fin 2) (Fin 2) ℂ, Uᴴ * U = 1 ∧
      ∀ d : Fin 2 → ℂ, U * diagonal d * Uᴴ =
        !![(d 0 + d 1) / 2, (d 0 - d 1) / 2; (d 0 - d 1) / 2, (d 0 + d 1) / 2] := by
    obtain ⟨r, hr⟩ : ∃ r : ℝ, r * r = 1 / 2 := ⟨√(1 / 2), Real.mul_self_sqrt (by norm_num)⟩
    have hc : (r : ℂ) * r = 1 / 2 := by
      rw [← Complex.ofReal_mul, hr]
      norm_num
    have key : ∀ d : Fin 2 → ℂ,
        !![(r : ℂ), r; r, -r] * diagonal d * (!![(r : ℂ), r; r, -r])ᴴ =
        !![(d 0 + d 1) / 2, (d 0 - d 1) / 2; (d 0 - d 1) / 2, (d 0 + d 1) / 2] := by
      intro d
      ext i j
      fin_cases i <;> fin_cases j <;>
        simp [Matrix.mul_apply, Fin.sum_univ_two, Matrix.vecMul_diagonal]
      · linear_combination (d 0 + d 1) * hc
      · linear_combination (d 0 - d 1) * hc
      · linear_combination (d 0 - d 1) * hc
      · linear_combination (d 0 + d 1) * hc
    refine ⟨_, mul_eq_one_comm.mp ?_, key⟩
    have h := key (fun _ => 1)
    rw [Matrix.diagonal_one, Matrix.mul_one] at h
    rw [h, Matrix.one_fin_two]
    norm_num
  refine ⟨⟨U, ![-t, t], {0}, hU, ?_, by simp, by simp [Fin.forall_fin_two, ht], ?_⟩,
    ⟨U, ![t, -t], {1}, hU, ?_, by simp, by simp [Fin.forall_fin_two, ht], ?_⟩⟩
  · rw [key]
    ext i j
    fin_cases i <;> fin_cases j <;> simp <;> ring
  · rw [occ, key]
    ext i j
    fin_cases i <;> fin_cases j <;> norm_num
  · rw [key]
    ext i j
    fin_cases i <;> fin_cases j <;> simp
  · rw [occ, key]
    ext i j
    fin_cases i <;> fin_cases j <;> norm_num

end

end BondOrderResponse
```

```lean
#print axioms BondOrderResponse.bondOrder_le
```

```
'BondOrderResponse.bondOrder_le' depends on axioms: [propext, Classical.choice, Quot.sound]
```

At $t=0$ both matrices are zero, and both projectors are lowest ones for it. Take $P$ with element $-1/2$ and $P'$ with $1/2$: nothing was added to the hopping, yet the bond order rose. So `0 < t` can't be weakened to `0 ≤ t`.

**Q:** Then what still separates this from a real molecule whose bond I shorten?

**A:** Chiefly two assumptions. Real electrons interact, and their exact one-electron density matrix is in general not a projector. The result for a single bond also assumes that shortening it changes one hopping and nothing else in the one-electron matrix. In a self-consistent calculation the new density can also shift site energies and other hoppings. The general trace inequality still applies to the two final matrices, if each projector fills the lowest levels of its own matrix in a common orthonormal basis, but it then constrains only the sum over all the changes.
